# One-particle density matrices of two N-electron determinants that share all but k spin orbitals differ by a matrix of rank 2k

Q: Two Slater determinants each hold $N$ electrons, and I want to know how many orbitals differ between them. What are your definitions?

A: I work in an orthonormal basis of $m$ spin orbitals. Each determinant is represented by its one-particle density matrix, $P$ or $Q$, with $P=\sum_i \varphi_i\varphi_i^\dagger$ over orthonormal occupied orbitals. Such a matrix is Hermitian, and $P^2=P$ because every occupation is 0 or 1. Its trace is the electron number.

In Lean, `n` is the finite index set of the basis, so $m$ is `Fintype.card n`.

```lean
import Mathlib

open Matrix
open scoped ComplexOrder

namespace ChangedOrbitals

variable {n : Type*} [Fintype n]

/-- A Hermitian idempotent matrix: the one-particle density matrix of a determinant in an
orthonormal basis of spin orbitals. -/
def IsProjector (P : Matrix n n ℂ) : Prop := P.IsHermitian ∧ P * P = P
```

The occupied space `occ P` is the range of $P$, and the empty space `virt P` is its kernel.

```lean
/-- The occupied space of `P`: its range. -/
def occ (P : Matrix n n ℂ) : Submodule ℂ (n → ℂ) := LinearMap.range P.mulVecLin

/-- The empty space of `P`: its kernel. -/
def virt (P : Matrix n n ℂ) : Submodule ℂ (n → ℂ) := LinearMap.ker P.mulVecLin
```

The number of shared orbitals, $d$, is the dimension of the intersection of the occupied spaces.

```lean
/-- The number of shared orbitals: the dimension of the intersection of the occupied spaces. -/
noncomputable def shared (P Q : Matrix n n ℂ) : ℕ := Module.finrank ℂ ↥(occ P ⊓ occ Q)
```

The claim is
$$\operatorname{rank}(P-Q)=\operatorname{tr}P+\operatorname{tr}Q-2d .$$

Q: Why a dimension? I would compare the two orbital lists.

A: The lists are not unique. Rotating the occupied orbitals among themselves changes the list but leaves the determinant the same up to a phase. The intersection doesn't depend on that choice.

A related mistake is to use $\operatorname{tr}(PQ)$ for $d$. If $P$ projects onto $(1,0)$ and $Q$ onto $(1,1)/\sqrt2$, then $\operatorname{tr}(PQ)=1/2$, yet the two lines meet only in zero, so $d=0$. The difference has rank 2, as the formula says.

Q: Then derive it. Which vectors does $P-Q$ annihilate?

A: First, $x$ is occupied exactly when $Px=x$: if $x=Py$, then $Px=P^2y=Py=x$, and the converse is immediate.

```lean
/-- A vector is in the occupied space of an idempotent exactly when the idempotent fixes it. -/
theorem mem_occ {P : Matrix n n ℂ} (hP : P * P = P) {x : n → ℂ} :
    x ∈ occ P ↔ P *ᵥ x = x := by
  constructor
  · rintro ⟨y, rfl⟩
    simp only [Matrix.mulVecLin_apply, Matrix.mulVec_mulVec, hP]
  · intro hx
    exact ⟨x, hx⟩
```

Now suppose $Px=Qx$, and write $x=Px+(x-Px)$. The first part lies in both ranges, since it equals $Qx$. The second lies in both kernels:
$$P(x-Px)=Px-P^2x=0,\qquad Q(x-Px)=Qx-Q^2x=0 .$$
Conversely, $P$ and $Q$ agree on common occupied vectors, which both fix, and on common empty vectors, which both annihilate. So $\ker(P-Q)$ is the sum of these two spaces. In Lean `⊓` is intersection and `⊔` is the sum of subspaces; the two halves of `le_antisymm` are the two inclusions.

```lean
/-- For idempotents `P` and `Q`, the kernel of `P - Q` is the sum of the common occupied space
and the common empty space. -/
theorem ker_difference {P Q : Matrix n n ℂ} (hP : P * P = P) (hQ : Q * Q = Q) :
    virt (P - Q) = (occ P ⊓ occ Q) ⊔ (virt P ⊓ virt Q) := by
  apply le_antisymm
  · intro x hx
    have hx' : (P - Q) *ᵥ x = 0 := hx
    rw [Matrix.sub_mulVec, sub_eq_zero] at hx'
    -- split x into P x and x - P x
    have h1 : P *ᵥ (x - P *ᵥ x) = 0 := by
      rw [Matrix.mulVec_sub, Matrix.mulVec_mulVec, hP, sub_self]
    have h2 : Q *ᵥ (x - P *ᵥ x) = 0 := by
      rw [hx', Matrix.mulVec_sub, Matrix.mulVec_mulVec, hQ, sub_self]
    exact Submodule.mem_sup.2
      ⟨P *ᵥ x, ⟨⟨x, rfl⟩, ⟨x, hx'.symm⟩⟩, x - P *ᵥ x, ⟨h1, h2⟩, by abel⟩
  · refine sup_le ?_ ?_
    · rintro x ⟨h1, h2⟩
      change (P - Q) *ᵥ x = 0
      rw [Matrix.sub_mulVec, (mem_occ hP).1 h1, (mem_occ hQ).1 h2, sub_self]
    · rintro x ⟨h1, h2⟩
      have h1' : P *ᵥ x = 0 := h1
      have h2' : Q *ᵥ x = 0 := h2
      change (P - Q) *ᵥ x = 0
      rw [Matrix.sub_mulVec, h1', h2', sub_self]
```

Q: That used only idempotence. Where does Hermiticity enter?

A: In finding the dimension $e$ of the common empty space. Let $x$ lie in both kernels and also have the form $x=Pa+Qb$. Then
$$x^\dagger x=x^\dagger Pa+x^\dagger Qb=(Px)^\dagger a+(Qx)^\dagger b=0,$$
so $x=0$. The lemma states this for any two Hermitian matrices `A` and `B`; its `key` step is the orthogonality of kernel and range.

```lean
/-- For Hermitian matrices, the common kernel meets the sum of the ranges only in zero. -/
theorem disjoint_virt_occ {A B : Matrix n n ℂ} (hA : A.IsHermitian) (hB : B.IsHermitian) :
    Disjoint (virt A ⊓ virt B) (occ A ⊔ occ B) := by
  rw [Submodule.disjoint_def]
  rintro x ⟨ha, hb⟩ hx
  obtain ⟨u, ⟨a, rfl⟩, v, ⟨b, rfl⟩, hab⟩ := Submodule.mem_sup.1 hx
  -- a kernel vector of a Hermitian matrix is orthogonal to its range
  have key : ∀ M : Matrix n n ℂ, M.IsHermitian → M *ᵥ x = 0 →
      ∀ c, star x ⬝ᵥ (M *ᵥ c) = 0 := by
    intro M hM h c
    have h' := Matrix.star_mulVec M x
    rw [h, hM.eq, star_zero] at h'
    rw [Matrix.dotProduct_mulVec, ← h', zero_dotProduct]
  have hab' : x = A *ᵥ a + B *ᵥ b := hab.symm
  have h0 : star x ⬝ᵥ x = 0 := by
    calc star x ⬝ᵥ x = star x ⬝ᵥ (A *ᵥ a + B *ᵥ b) := congrArg (fun y => star x ⬝ᵥ y) hab'
      _ = 0 := by rw [dotProduct_add, key A hA ha a, key B hB hb b, add_zero]
  exact dotProduct_star_self_eq_zero.1 h0
```

Write $p=\operatorname{rank}P$ and $q=\operatorname{rank}Q$. The sum of the occupied spaces has dimension $p+q-d$, so disjointness gives
$$e+(p+q-d)\le m .$$
The matrices $1-P$ and $1-Q$ are also projectors, with occupied and empty spaces exchanged. The same bound for them reads
$$d+(m-p)+(m-q)-e\le m,$$
which rearranges to $e+(p+q-d)\ge m$. Hence $e=m-p-q+d$.

In the code, `bound` is the inequality, `hv` and `ho` perform the exchange, and `omega` does the integer arithmetic.

```lean
/-- For two projectors, the dimensions of the common empty space and of the sum of the occupied
spaces add up to the size of the basis. -/
theorem dim_common_virt [DecidableEq n] {P Q : Matrix n n ℂ}
    (hP : IsProjector P) (hQ : IsProjector Q) :
    Module.finrank ℂ ↥(virt P ⊓ virt Q) + Module.finrank ℂ ↥(occ P ⊔ occ Q)
      = Fintype.card n := by
  have bound : ∀ A B : Matrix n n ℂ, A.IsHermitian → B.IsHermitian →
      Module.finrank ℂ ↥(virt A ⊓ virt B) + Module.finrank ℂ ↥(occ A ⊔ occ B)
        ≤ Fintype.card n := by
    intro A B hA hB
    have h1 := Submodule.finrank_sup_add_finrank_inf_eq (virt A ⊓ virt B) (occ A ⊔ occ B)
    rw [(disjoint_virt_occ hA hB).eq_bot, finrank_bot] at h1
    have h2 := Submodule.finrank_le ((virt A ⊓ virt B) ⊔ (occ A ⊔ occ B))
    rw [Module.finrank_fintype_fun_eq_card] at h2
    omega
  -- passing to 1 - P exchanges occupied and empty space
  have hv : ∀ A : Matrix n n ℂ, A * A = A → virt (1 - A) = occ A := by
    intro A hA
    ext x
    rw [mem_occ hA]
    change (1 - A) *ᵥ x = 0 ↔ _
    rw [Matrix.sub_mulVec, Matrix.one_mulVec, sub_eq_zero]
    exact eq_comm
  have ho : ∀ A : Matrix n n ℂ, A * A = A → occ (1 - A) = virt A := by
    intro A hA
    have hA' : (1 - A) * (1 - A) = 1 - A := by
      rw [sub_mul, one_mul, mul_sub, mul_one, hA, sub_self, sub_zero]
    rw [← hv (1 - A) hA', sub_sub_cancel]
  have b1 := bound P Q hP.1 hQ.1
  have b2 := bound (1 - P) (1 - Q) (Matrix.isHermitian_one.sub hP.1)
    (Matrix.isHermitian_one.sub hQ.1)
  rw [hv P hP.2, hv Q hQ.2, ho P hP.2, ho Q hQ.2] at b2
  have s1 := Submodule.finrank_sup_add_finrank_inf_eq (occ P) (occ Q)
  have s2 := Submodule.finrank_sup_add_finrank_inf_eq (virt P) (virt Q)
  have r : ∀ A : Matrix n n ℂ, Module.finrank ℂ ↥(occ A) + Module.finrank ℂ ↥(virt A)
      = Fintype.card n := fun A =>
    (LinearMap.finrank_range_add_finrank_ker A.mulVecLin).trans
      (Module.finrank_fintype_fun_eq_card ℂ)
  have r1 := r P
  have r2 := r Q
  -- the two bounds add up to an equality, so each is an equality
  omega
```

Q: You have ranks now, but the claim has traces.

A: In a basis made from the range and the kernel of $P$, the matrix becomes diagonal with $p$ ones and $m-p$ zeros, so its trace is $p$. Lean uses Mathlib's trace formula for a projection onto a subspace.

```lean
/-- The trace of an idempotent matrix is its rank. -/
theorem trace_eq_rank [DecidableEq n] {P : Matrix n n ℂ} (hP : P * P = P) :
    P.trace = (P.rank : ℂ) := by
  have h : LinearMap.IsProj (occ P) P.mulVecLin :=
    ⟨fun x => ⟨x, rfl⟩, fun x hx => (mem_occ hP).1 hx⟩
  have t := h.trace
  rw [LinearMap.trace_eq_matrix_trace ℂ (Pi.basisFun ℂ n), LinearMap.toMatrix_eq_toMatrix',
    ← Matrix.toLin'_apply', LinearMap.toMatrix'_toLin'] at t
  exact t
```

The common occupied and common empty spaces meet only in zero, because a vector in both satisfies $x=Px=0$. Therefore
$$\operatorname{rank}(P-Q)=m-(d+e)=m-d-(m-p-q+d)=p+q-2d .$$
The theorem follows the same count. Its equation is between complex numbers, because the trace is complex; the rank and `shared P Q` are natural numbers converted to complex ones.

```lean
/-- For two projectors, the rank of `P - Q` is `tr P + tr Q` minus twice the number of shared
orbitals. -/
theorem rank_difference [DecidableEq n] {P Q : Matrix n n ℂ}
    (hP : IsProjector P) (hQ : IsProjector Q) :
    ((P - Q).rank : ℂ) = P.trace + Q.trace - 2 * (shared P Q : ℂ) := by
  have hd : (occ P ⊓ occ Q) ⊓ (virt P ⊓ virt Q) = ⊥ := by
    rw [eq_bot_iff]
    rintro x ⟨⟨h1, _⟩, ⟨h2, _⟩⟩
    have h2' : P *ᵥ x = 0 := h2
    exact (Submodule.mem_bot ℂ).2 (((mem_occ hP.2).1 h1).symm.trans h2')
  have k := Submodule.finrank_sup_add_finrank_inf_eq (occ P ⊓ occ Q) (virt P ⊓ virt Q)
  rw [hd, finrank_bot, ← ker_difference hP.2 hQ.2] at k
  have s := Submodule.finrank_sup_add_finrank_inf_eq (occ P) (occ Q)
  have c := dim_common_virt hP hQ
  have r : (P - Q).rank + Module.finrank ℂ ↥(virt (P - Q)) = Fintype.card n :=
    (LinearMap.finrank_range_add_finrank_ker (P - Q).mulVecLin).trans
      (Module.finrank_fintype_fun_eq_card ℂ)
  have eP : P.rank = Module.finrank ℂ ↥(occ P) := rfl
  have eQ : Q.rank = Module.finrank ℂ ↥(occ Q) := rfl
  have main : (P - Q).rank + 2 * shared P Q = P.rank + Q.rank := by
    unfold shared
    omega
  have mainC : ((P - Q).rank : ℂ) + 2 * (shared P Q : ℂ) = P.rank + Q.rank := by
    exact_mod_cast main
  rw [trace_eq_rank hP.2, trace_eq_rank hQ.2]
  linear_combination mainC
```

Q: And for equal electron numbers?

A: Then $p=q$ and the rank is $2(p-d)$, which is even.

```lean
/-- Two projectors with equal traces differ by a matrix of even rank. -/
theorem even_rank_difference [DecidableEq n] {P Q : Matrix n n ℂ}
    (hP : IsProjector P) (hQ : IsProjector Q) (h : P.trace = Q.trace) :
    Even (P - Q).rank := by
  have m := rank_difference hP hQ
  rw [← h, trace_eq_rank hP.2] at m
  have m' : (P - Q).rank + 2 * shared P Q = 2 * P.rank := by
    have : ((P - Q).rank : ℂ) + 2 * (shared P Q : ℂ) = 2 * (P.rank : ℂ) := by
      linear_combination m
    exact_mod_cast this
  exact ⟨P.rank - shared P Q, by omega⟩
```

With both traces equal to $N$, the rank is $2k$ exactly when $d+k=N$, that is, when $k$ orbitals have changed. Writing $d+k=N$ avoids subtraction of natural numbers.

```lean
/-- For two projectors of trace `N`, the difference has rank `2 k` exactly when all but `k` of
the `N` occupied orbitals are shared. -/
theorem rank_eq_two_mul_iff [DecidableEq n] {P Q : Matrix n n ℂ} {N : ℕ}
    (hP : IsProjector P) (hQ : IsProjector Q) (hPN : P.trace = N) (hQN : Q.trace = N) (k : ℕ) :
    (P - Q).rank = 2 * k ↔ shared P Q + k = N := by
  have m := rank_difference hP hQ
  rw [hPN, hQN] at m
  have m' : (P - Q).rank + 2 * shared P Q = 2 * N := by
    have : ((P - Q).rank : ℂ) + 2 * (shared P Q : ℂ) = 2 * (N : ℂ) := by
      linear_combination m
    exact_mod_cast this
  omega
```

Q: Perhaps your hypotheses only admit determinants built from one common orbital set, where $P-Q$ is diagonal and the result is plain counting.

A: They admit more. The two projectors from my earlier example have trace one and don't commute, so no single orthonormal orbital set diagonalises both.

```lean
/-- Two explicit projectors of trace one that do not commute. -/
theorem isProjector_witness :
    IsProjector !![(1 : ℂ), 0; 0, 0] ∧ IsProjector !![(1 / 2 : ℂ), 1 / 2; 1 / 2, 1 / 2] ∧
    !![(1 : ℂ), 0; 0, 0].trace = 1 ∧ !![(1 / 2 : ℂ), 1 / 2; 1 / 2, 1 / 2].trace = 1 ∧
    !![(1 : ℂ), 0; 0, 0] * !![(1 / 2 : ℂ), 1 / 2; 1 / 2, 1 / 2]
      ≠ !![(1 / 2 : ℂ), 1 / 2; 1 / 2, 1 / 2] * !![(1 : ℂ), 0; 0, 0] := by
  refine ⟨⟨Matrix.IsHermitian.ext fun i j => ?_, ?_⟩,
    ⟨Matrix.IsHermitian.ext fun i j => ?_, ?_⟩, ?_, ?_, ?_⟩
  · fin_cases i <;> fin_cases j <;> simp
  · ext i j
    fin_cases i <;> fin_cases j <;> simp [Matrix.mul_apply, Fin.sum_univ_succ]
  · fin_cases i <;> fin_cases j <;> simp
  · ext i j
    fin_cases i <;> fin_cases j <;> norm_num [Matrix.mul_apply, Fin.sum_univ_succ]
  · norm_num [Matrix.trace_fin_two]
  · norm_num [Matrix.trace_fin_two]
  · intro h
    have h01 := congrFun (congrFun h 0) 1
    norm_num [Matrix.mul_apply, Fin.sum_univ_succ] at h01

end ChangedOrbitals
```

```lean
#print axioms ChangedOrbitals.even_rank_difference
#print axioms ChangedOrbitals.rank_eq_two_mul_iff
```

```
'ChangedOrbitals.even_rank_difference' depends on axioms: [propext, Classical.choice, Quot.sound]
'ChangedOrbitals.rank_eq_two_mul_iff' depends on axioms: [propext, Classical.choice, Quot.sound]
```

Q: Would idempotence alone do?

A: No, not even with one of the two matrices Hermitian. Take
$$P=\begin{pmatrix}1&0\\0&0\end{pmatrix},\qquad Q=\begin{pmatrix}1&1\\0&0\end{pmatrix}.$$
Both are idempotent with trace one, but their difference has rank one.

Q: What stands between this and my calculation?

A: The identification of a determinant with a Hermitian idempotent matrix is put in as a definition; the Lean code contains no many-electron wavefunction. In a non-orthogonal atomic-orbital basis with overlap matrix $S$, the density matrix $D=CC^\dagger$, where the columns of $C$ are the coefficients of the orthonormal occupied spin orbitals, satisfies $DSD=D$ and is generally not idempotent; the theorem applies to $S^{1/2}DS^{1/2}$. For two determinants in the same basis this change leaves the rank of the difference as it was, but the electron number is $\operatorname{tr}(DS)$, not $\operatorname{tr}D$. A spin-summed density matrix is generally not idempotent either. For two single-determinant solutions with the same number of electrons in the same finite basis, say a ground state and an excited self-consistent solution, half the rank of $P-Q$, taken over spin orbitals, is the number of changed spin orbitals. If a single occupied orbital mixes even slightly with the empty ones, this count is already one, so ignoring small relaxations takes a threshold on the singular values of $P-Q$.

Q: Does the argument give anything else?

A: It gives the rank of the sum. If $(P+Q)x=0$, then $0=x^\dagger(P+Q)x=\|Px\|^2+\|Qx\|^2$, so $\ker(P+Q)$ is the common empty space, of dimension $e$. Hence
$$\operatorname{rank}(P+Q)=m-e=\operatorname{tr}P+\operatorname{tr}Q-d,$$
the number of orbitals needed to span both determinants. I offer this one as ordinary algebra, without a Lean proof.
